# Local density exchange scales as |det A|^(1/3) when a density is deformed linearly at fixed electron number

Squeeze a three-dimensional electron density along one axis into an ever thinner layer, keeping its electron number and its lateral extent, and the local density approximation (LDA) gives an exchange energy that falls without bound. Someone who doesn't know how the functional scales may look for the fault in the grid or the basis set, although the divergence belongs to the functional itself. The scaling law below gives its rate, and shows that a linear deformation enters the local exchange energy only through its change of volume.

## The deformed density and its energy

Points of space are vectors r with d real components, in Lean functions `Fin d → ℝ`, and integrals are taken with Lebesgue measure. The physical case is d = 3.

```lean
import Mathlib

open MeasureTheory Matrix Filter

namespace NonuniformScalingLDA

noncomputable section

variable {d : ℕ}
```

Let A be a real d×d matrix with det A ≠ 0, and let n ≥ 0 be a density. The deformed density is

m(r) = |det A| n(A r).

The prefactor compensates for the change of volume, so that the number of electrons is kept. If A stretches the argument, the density itself is compressed.

```lean
/-- The density deformed by the linear map `A`: `m(r) = |det A| n(A r)`. -/
def scaledDensity (A : Matrix (Fin d) (Fin d) ℝ) (n : (Fin d → ℝ) → ℝ) :
    (Fin d → ℝ) → ℝ :=
  fun r => |A.det| * n (A *ᵥ r)
```

In the code, `A *ᵥ r` is the matrix-vector product. The density is any real function on space; its sign and integrability enter later as hypotheses. No wavefunction is involved.

The local exchange energy is

E[n] = −C ∫ n(r)^(4/3) dr.

```lean
/-- The local exchange functional `-C ∫ n^(4/3)`. -/
def ldaExchange (C : ℝ) (n : (Fin d → ℝ) → ℝ) : ℝ :=
  -C * ∫ r, n r ^ (4 / 3 : ℝ)
```

The constant C is fixed by the exchange energy of the uniform electron gas. For a spin-unpolarised density in three dimensions and atomic units it is (3/4)(3/π)^(1/3). The file leaves C free and assumes C > 0 only where the energy has to be negative or nonzero. The exponent 4/3 is kept for every d, although it is the exponent of the uniform gas only in three dimensions.

Compression along one axis uses a diagonal matrix with s in position i and 1 elsewhere. For d = 3 and the last axis,

A = diag(1, 1, s).

```lean
/-- The matrix that multiplies the coordinate along axis `i` by `s` and keeps the others. -/
def axisScaling (i : Fin d) (s : ℝ) : Matrix (Fin d) (Fin d) ℝ :=
  Matrix.diagonal (Function.update (fun _ => 1) i s)
```

## Changing variables

Substitute r′ = A r, for which dr′ = |det A| dr. For an integrable f,

∫ f(A r) dr = |det A|⁻¹ ∫ f(r′) dr′.

```lean
/-- Linear change of variables for invertible `A`: if `f` is integrable, so is `f(A r)`, and its
integral is that of `f` divided by `|det A|`. -/
theorem integral_comp_linear {A : Matrix (Fin d) (Fin d) ℝ} (hA : A.det ≠ 0)
    {f : (Fin d → ℝ) → ℝ} (hf : Integrable f) :
    Integrable (fun r => f (A *ᵥ r)) ∧
      ∫ r, f (A *ᵥ r) = |A.det|⁻¹ * ∫ r, f r := by
  have hL : Measurable (Matrix.toLin' A) :=
    (Matrix.toLin' A).continuous_of_finiteDimensional.measurable
  -- the image of Lebesgue measure under `A` is a multiple of Lebesgue measure
  have hmap := Real.map_matrix_volume_pi_eq_smul_volume_pi hA
  have hi : Integrable f (Measure.map (Matrix.toLin' A) volume) := by
    rw [hmap]
    exact hf.smul_measure ENNReal.ofReal_ne_top
  refine ⟨hi.comp_measurable hL, ?_⟩
  have h := integral_map hL.aemeasurable hi.1
  rw [hmap, integral_smul_measure, ENNReal.toReal_ofReal (abs_nonneg _), abs_inv,
    smul_eq_mul] at h
  exact h.symm
```

The theorem also concludes that f(A r) is integrable. Its proof expresses the substitution through measures: `hmap` says that A carries Lebesgue measure to |det A|⁻¹ times itself. A finite multiple of the measure keeps f integrable, and `integral_map` turns the integral over the transported measure into the integral of f(A r).

Now take a real power p for which n^p is integrable. Since |det A| and n are nonnegative, the power splits:

m(r)^p = |det A|^p n(A r)^p.

Integrating and changing variables gives

∫ m^p dr = |det A|^p |det A|⁻¹ ∫ n^p dr = |det A|^(p−1) ∫ n^p dr.

```lean
/-- The integral of the `p`-th power of the density is multiplied by `|det A|^(p-1)` under an
invertible deformation, and integrability is preserved. -/
theorem integral_scaledDensity_rpow {A : Matrix (Fin d) (Fin d) ℝ} (hA : A.det ≠ 0)
    {n : (Fin d → ℝ) → ℝ} (hn : ∀ r, 0 ≤ n r) {p : ℝ}
    (hp : Integrable (fun r => n r ^ p)) :
    Integrable (fun r => scaledDensity A n r ^ p) ∧
      ∫ r, scaledDensity A n r ^ p = |A.det| ^ (p - 1) * ∫ r, n r ^ p := by
  obtain ⟨h1, h2⟩ := integral_comp_linear hA hp
  -- the prefactor comes out of the power because both factors are nonnegative
  have he : (fun r => scaledDensity A n r ^ p)
      = fun r => |A.det| ^ p * n (A *ᵥ r) ^ p := by
    funext r
    exact Real.mul_rpow (abs_nonneg _) (hn _)
  rw [he]
  refine ⟨h1.const_mul _, ?_⟩
  rw [integral_const_mul, h2, Real.rpow_sub_one (abs_ne_zero.mpr hA), div_eq_mul_inv,
    mul_assoc]
```

The equation `he` is the splitting of the power, and `Real.rpow_sub_one` combines the two factors of |det A|.

## Same electron number, rescaled exchange

For the density itself the Jacobian cancels the prefactor:

∫ m dr = |det A| |det A|⁻¹ ∫ n dr = ∫ n dr.

For p = 4/3 the remaining exponent is 4/3 − 1 = 1/3, and multiplication by −C gives

E[m] = |det A|^(1/3) E[n].

```lean
/-- Under an invertible linear deformation the density keeps its electron number, while the
local exchange energy is multiplied by `|det A|^(1/3)`; both integrals remain convergent. -/
theorem ldaExchange_nonuniform_scaling {A : Matrix (Fin d) (Fin d) ℝ} (hA : A.det ≠ 0)
    {n : (Fin d → ℝ) → ℝ} (hn : ∀ r, 0 ≤ n r) (hint : Integrable n)
    (hx : Integrable (fun r => n r ^ (4 / 3 : ℝ))) (C : ℝ) :
    (Integrable (scaledDensity A n) ∧ ∫ r, scaledDensity A n r = ∫ r, n r) ∧
      Integrable (fun r => scaledDensity A n r ^ (4 / 3 : ℝ)) ∧
      ldaExchange C (scaledDensity A n) = |A.det| ^ (1 / 3 : ℝ) * ldaExchange C n := by
  obtain ⟨h1, h2⟩ := integral_comp_linear hA hint
  obtain ⟨h3, h4⟩ := integral_scaledDensity_rpow hA hn hx
  refine ⟨⟨h1.const_mul _, ?_⟩, h3, ?_⟩
  · -- the Jacobian cancels the prefactor of the density
    unfold scaledDensity
    rw [integral_const_mul, h2, mul_inv_cancel_left₀ (abs_ne_zero.mpr hA)]
  · have hexp : (4 / 3 : ℝ) - 1 = 1 / 3 := by norm_num
    unfold ldaExchange
    rw [h4, hexp]
    ring
```

The hypotheses say that A is invertible (`hA`), that the density is nonnegative (`hn`), and that n and n^(4/3) are integrable (`hint` and `hx`). The conclusion contains the integrability of m and of m^(4/3) along with the two equations, so both the electron number and the energy of the deformed density are given by convergent integrals. The two final bullets of the proof are the two calculations above.

A small case shows the numbers. Let d = 3, and let n = 1 inside a unit cube and 0 outside, so that ∫ n = 1 and ∫ n^(4/3) = 1. The sharp edges would cost infinite kinetic energy, so this density illustrates the arithmetic and is not a physical state. With A = diag(1, 1, 8), the deformed density is 8 inside a slab of volume 1/8. Then

∫ m = 8 · 1/8 = 1,

∫ m^(4/3) = 8^(4/3) · 1/8 = 16/8 = 2 = 8^(1/3).

With A = diag(2, 2, 2) the density is 8 inside a cube of side 1/2, again of volume 1/8, and the exchange integral is again 2. The slab and the small cube have different shapes but the same local exchange energy.

## Only the volume change is seen

To turn this observation into an equivalence, one needs E[n] ≠ 0. Suppose that C > 0, that ∫ n > 0 and that n^(4/3) is integrable (`hx`). If ∫ n^(4/3) were zero, the nonnegative function n^(4/3) would vanish almost everywhere, and so would n, which contradicts ∫ n > 0. Hence

∫ n^(4/3) dr > 0 and E[n] < 0.

```lean
/-- The local exchange energy of a density with positive electron number is strictly
negative when `C > 0`. -/
theorem ldaExchange_neg {n : (Fin d → ℝ) → ℝ} (hn : ∀ r, 0 ≤ n r)
    (hN : 0 < ∫ r, n r) (hx : Integrable (fun r => n r ^ (4 / 3 : ℝ)))
    {C : ℝ} (hC : 0 < C) : ldaExchange C n < 0 := by
  have h0 : ∀ r, 0 ≤ n r ^ (4 / 3 : ℝ) := fun r => Real.rpow_nonneg (hn r) _
  have hpos : 0 < ∫ r, n r ^ (4 / 3 : ℝ) := by
    refine lt_of_le_of_ne (integral_nonneg h0) (fun h => ?_)
    -- a vanishing exchange integral would force the density to vanish almost everywhere
    have hae := (integral_eq_zero_iff_of_nonneg h0 hx).mp h.symm
    have hz : n =ᵐ[volume] (fun _ => (0 : ℝ)) := by
      filter_upwards [hae] with r hr
      exact ((Real.rpow_eq_zero_iff_of_nonneg (hn r)).mp hr).1
    rw [integral_congr_ae hz, integral_zero] at hN
    exact lt_irrefl _ hN
  unfold ldaExchange
  nlinarith [mul_pos hC hpos]
```

The proof follows this contradiction: `hae` is the vanishing of n^(4/3) almost everywhere, and `hz` that of n. Integrability of n needs no hypothesis of its own here, because Lean gives a non-integrable function the integral 0, which `hN` rules out.

For two invertible matrices A and B acting on the same n, equality of the energies reads

|det A|^(1/3) E[n] = |det B|^(1/3) E[n].

Dividing by E[n] and cubing gives |det A| = |det B|, and the steps can be reversed.

```lean
/-- Two invertible deformations of a density with positive electron number have the same local
exchange energy, for `C > 0`, exactly when their determinants agree in absolute value. -/
theorem ldaExchange_eq_iff_abs_det_eq {A B : Matrix (Fin d) (Fin d) ℝ}
    (hA : A.det ≠ 0) (hB : B.det ≠ 0) {n : (Fin d → ℝ) → ℝ} (hn : ∀ r, 0 ≤ n r)
    (hint : Integrable n) (hN : 0 < ∫ r, n r)
    (hx : Integrable (fun r => n r ^ (4 / 3 : ℝ))) {C : ℝ} (hC : 0 < C) :
    ldaExchange C (scaledDensity A n) = ldaExchange C (scaledDensity B n) ↔
      |A.det| = |B.det| := by
  rw [(ldaExchange_nonuniform_scaling hA hn hint hx C).2.2,
    (ldaExchange_nonuniform_scaling hB hn hint hx C).2.2,
    mul_left_inj' (ldaExchange_neg hn hN hx hC).ne,
    Real.rpow_left_inj (abs_nonneg _) (abs_nonneg _) (by norm_num)]
```

The two uses of the scaling theorem rewrite both energies, `mul_left_inj'` divides by the nonzero E[n], and `Real.rpow_left_inj` removes the cube roots. In particular, a shear or any other deformation with |det A| = 1 leaves the local exchange energy unchanged.

## Uniform scaling and compression to a layer

Uniform scaling in three dimensions takes A = γ I with γ > 0, where I is the identity matrix. Then det A = γ³, and

E[γ³ n(γ r)] = (γ³)^(1/3) E[n] = γ E[n].

```lean
/-- Uniform scaling in three dimensions: for `γ > 0` the density `γ³ n(γ r)` has `γ` times
the local exchange energy of `n`. -/
theorem ldaExchange_uniform_scaling {n : (Fin 3 → ℝ) → ℝ} (hn : ∀ r, 0 ≤ n r)
    (hint : Integrable n) (hx : Integrable (fun r => n r ^ (4 / 3 : ℝ)))
    (C : ℝ) {γ : ℝ} (hγ : 0 < γ) :
    ldaExchange C (fun r => γ ^ 3 * n (γ • r)) = γ * ldaExchange C n := by
  have hdet : (γ • (1 : Matrix (Fin 3) (Fin 3) ℝ)).det = γ ^ 3 := by
    rw [Matrix.det_smul, Matrix.det_one, Fintype.card_fin, mul_one]
  have h3 : 0 < γ ^ 3 := pow_pos hγ 3
  have hs : scaledDensity (γ • (1 : Matrix (Fin 3) (Fin 3) ℝ)) n
      = fun r => γ ^ 3 * n (γ • r) := by
    funext r
    unfold scaledDensity
    rw [hdet, abs_of_pos h3, Matrix.smul_mulVec, Matrix.one_mulVec]
  have hroot : (γ ^ 3) ^ (1 / 3 : ℝ) = γ := by
    rw [← Real.rpow_natCast, ← Real.rpow_mul hγ.le]
    norm_num
  have h := (ldaExchange_nonuniform_scaling (by rw [hdet]; exact h3.ne') hn hint hx C).2.2
  rw [hs, hdet, abs_of_pos h3, hroot] at h
  exact h
```

Here `hdet` computes the determinant, `hs` identifies the deformed density with γ³ n(γ r), and `hroot` takes the cube root. Exact exchange obeys the same linear law, so uniform scaling doesn't reveal the defect.

Compression along a single axis does. The matrix with s on one axis has determinant s, so for s > 0

E[m] = s^(1/3) E[n].

Since E[n] < 0 and s^(1/3) grows without bound,

E[m] → −∞ as s → ∞.

```lean
/-- When a density with positive electron number is compressed without limit along a single axis,
its local exchange energy with `C > 0` tends to minus infinity. -/
theorem ldaExchange_tendsto_atBot_of_compression (i : Fin d) {n : (Fin d → ℝ) → ℝ}
    (hn : ∀ r, 0 ≤ n r) (hint : Integrable n) (hN : 0 < ∫ r, n r)
    (hx : Integrable (fun r => n r ^ (4 / 3 : ℝ))) {C : ℝ} (hC : 0 < C) :
    Tendsto (fun s : ℝ => ldaExchange C (scaledDensity (axisScaling i s) n))
      atTop atBot := by
  have hdet : ∀ s : ℝ, (axisScaling i s).det = s := by
    intro s
    unfold axisScaling
    rw [Matrix.det_diagonal, Finset.prod_update_of_mem (Finset.mem_univ i)]
    simp
  -- the energy grows in magnitude like the cube root of the compression factor
  have hlim : Tendsto (fun s : ℝ => s ^ (1 / 3 : ℝ) * ldaExchange C n) atTop atBot :=
    (tendsto_rpow_atTop (by norm_num)).atTop_mul_const_of_neg (ldaExchange_neg hn hN hx hC)
  refine hlim.congr' ?_
  filter_upwards [eventually_gt_atTop (0 : ℝ)] with s hs
  have h := (ldaExchange_nonuniform_scaling (A := axisScaling i s)
    (by rw [hdet]; exact hs.ne') hn hint hx C).2.2
  rw [hdet, abs_of_pos hs] at h
  exact h.symm

end

end NonuniformScalingLDA
```

In `Tendsto … atTop atBot`, the first filter means s → ∞ and the second means an energy tending to −∞. The limit is first established for s^(1/3) E[n] in `hlim`, then transferred to the energy of the deformed density, since the two agree for all s > 0. The axis `i` is arbitrary. The density must be nonnegative with a positive electron number, and n and n^(4/3) must be integrable.

For d = 3 the compression turns a three-dimensional density into an ever thinner layer. Exact exchange behaves differently: it lies between −U and 0, where U is the classical Coulomb self-energy of the density, and for a well-behaved layer U tends to the finite self-energy of a charged sheet. This comparison rests on a physical argument, as the exact functional isn't defined in the Lean code.

For electronic structure, the result and this comparison together say that LDA exchange becomes unreliable for electrons confined ever more tightly to a layer, within a model where the density is deformed linearly and not relaxed self-consistently. Correlation, spin polarisation and gradient corrections are not treated.

```lean
#print axioms NonuniformScalingLDA.ldaExchange_eq_iff_abs_det_eq
#print axioms NonuniformScalingLDA.ldaExchange_uniform_scaling
#print axioms NonuniformScalingLDA.ldaExchange_tendsto_atBot_of_compression
```

```
'NonuniformScalingLDA.ldaExchange_eq_iff_abs_det_eq' depends on axioms: [propext, Classical.choice, Quot.sound]
'NonuniformScalingLDA.ldaExchange_uniform_scaling' depends on axioms: [propext, Classical.choice, Quot.sound]
'NonuniformScalingLDA.ldaExchange_tendsto_atBot_of_compression' depends on axioms: [propext, Classical.choice, Quot.sound]
```
